# Stationary zone centre and inverse effective mass of a one-plane-wave ultrasoft band with a Gaussian projector weight

Take a single plane wave with real wave number $k$, in Hartree atomic units ($\hbar = m_e = 1$), and one ultrasoft projector. The squared projection of the plane wave on the projector is modelled by a Gaussian,

$$b(k) = b_0\,e^{-s^2k^2},$$

where $b_0$ is the weight at $k=0$ and $s$ is a length that sets the range of the projector. The augmentation charge $q$ enters the overlap, and the nonlocal strength $D$ enters the Hamiltonian:

$$S(k) = 1 + q\,b(k), \qquad \varepsilon(k) = \frac{k^2/2 + D\,b(k)}{S(k)} .$$

Where $S(k)>0$, the quotient is the energy expectation value of the plane wave after it has been rescaled to unit norm in the ultrasoft metric, $\langle\psi|S|\psi\rangle = 1$. It solves the generalised eigenvalue problem $Hc = \varepsilon S c$ in a basis of one function. The average local potential is set to zero, and $D$ and $q$ do not depend on $k$. Write $S_0 = S(0) = 1 + q b_0$.

## Curvature at the zone centre and the condition for a minimum

Assume $S_0 > 0$. Then

$$\varepsilon'(0) = 0, \qquad \varepsilon''(0) = \frac{1}{m^*} = \frac{1}{S_0}\left(1 - \frac{2s^2 b_0 D}{S_0}\right).$$

Under the same assumption, $\varepsilon(0)\le\varepsilon(k)$ holds for all real $k$ if and only if $1/m^* \ge 0$. In this model the sign of the local curvature therefore decides a global question.

The condition $S_0>0$ says that the plane wave at $k=0$ has positive norm in the ultrasoft metric. A physical overlap operator must have this property, since the norm counts the electron's total charge, including the augmentation part. A squared projection also has $b_0 \ge 0$, but the result does not use that sign.

## The overlap derivative in velocity and mass routines

An ultrasoft code can compute band velocities analytically by differentiating both matrices of the generalised eigenvalue problem. For a nondegenerate band with $\langle\psi|S|\psi\rangle=1$, the velocity is

$$v = \langle\psi|\,\partial_k H - \varepsilon\,\partial_k S\,|\psi\rangle ,$$

where the derivatives act on the matrices in the plane-wave basis. The one-plane-wave band gives a closed-form check of the second term, though not of the coupling between bands.

Take $b_0 = q = s = 1$ and $D = 1/2$. Then $S_0 = 2$, $\varepsilon(0) = 1/4$ and $1/m^* = 1/4$. A routine that leaves out $\varepsilon\,\partial_k S$ returns $(1-2s^2b_0D)/S_0 = 0$ instead, which is an infinite mass. The central difference $[\varepsilon(h) - 2\varepsilon(0) + \varepsilon(-h)]/h^2$ with $h = 0.1$ gives about $0.2525$, close to the correct value, with an error that shrinks as $h^2$.

The same test can be run with a constant local potential $V_0$. The diagonal energy then gains $V_0$, and the nonlocal strength has to become $D + qV_0$. With both changes the band shifts rigidly by $V_0$ and the mass stays the same. If the code does not update $D$, the shift becomes $V_0/S(k)$, which depends on $k$ whenever $q$, $b_0$, $s$ and $V_0$ are nonzero.

## Derivation from the quotient rule and two exponential bounds

**Positive overlap.** Put $e = e^{-s^2k^2}$, so that $0 < e \le 1$. Then

$$S(k) = 1 + q b_0 e = (1-e)\cdot 1 + e\,S_0 .$$

The first term is nonnegative and the second is positive, so $S(k)>0$ at every $k$ and the band has no poles.

**Velocity.** The weight has the slope $b'(k) = -2s^2k\,b(k)$. Differentiating $\varepsilon S = k^2/2 + Db$ gives $\varepsilon' S + \varepsilon q b' = k + D b'$, hence

$$\varepsilon'(k) = \frac{k + (D - q\varepsilon)\,b'}{S} = k\,g(k), \qquad g(k) = \frac{1 - 2s^2\,(D - q\varepsilon(k))\,b(k)}{S(k)} .$$

At $k=0$ this vanishes.

**Curvature.** The function $g$ is differentiable, so $\varepsilon''(k) = g(k) + k\,g'(k)$ and $\varepsilon''(0) = g(0)$. With $\varepsilon(0) = Db_0/S_0$,

$$D - q\,\varepsilon(0) = D\,\frac{S_0 - q b_0}{S_0} = \frac{D}{S_0},$$

and inserting this in $g(0)$ gives the stated inverse mass.

**Comparison with the centre.** Both overlaps are positive, so $\varepsilon(0)\le\varepsilon(k)$ may be multiplied out:

$$D b_0\,(1 + q b_0 e) \le \left(\tfrac{k^2}{2} + D b_0 e\right)(1 + q b_0).$$

The terms $D q b_0^2 e$ cancel, which leaves

$$D b_0\left(1 - e^{-s^2k^2}\right) \le \tfrac{k^2}{2}\,S_0 . \tag{1}$$

The left side is the drop in the nonlocal matrix element $D\,b$ between the centre and $k$, and the right side is the kinetic matrix element $k^2/2$ multiplied by the overlap at the centre. Both matrix elements belong to the plane wave before it is rescaled to unit ultrasoft norm.

**Nonnegative inverse mass implies a minimum.** The condition $1/m^*\ge 0$ is the same as $2s^2b_0D \le S_0$. If $Db_0 \le 0$, the left side of (1) is at most zero and the right side is at least zero. If $Db_0 \ge 0$, the bound $1 - e^{-x} \le x$ with $x = s^2k^2$ gives

$$D b_0\,(1 - e^{-s^2k^2}) \le D b_0 s^2 k^2 \le \tfrac{k^2}{2}\,S_0 .$$

**Negative inverse mass excludes a minimum.** Now $\Delta = 2s^2b_0D - S_0$ is positive, which forces $Db_0>0$. Choose

$$k^2 = t = \frac{\Delta}{s^2S_0 + 1} > 0 .$$

From $e^{x} \ge 1+x$ it follows that $1 - e^{-x} \ge x/(1+x)$ for $x\ge 0$. If (1) held at this $k$, then with $x = s^2t$

$$\frac{D b_0 s^2 t}{1 + s^2 t} \le \frac{t}{2}\,S_0, \qquad\text{so}\qquad \Delta - S_0 s^2 t \le 0 .$$

But the choice of $t$ makes $\Delta - S_0s^2t = t > 0$. The band therefore lies below its centre value at $k=\sqrt t$.

**Negative overlap at the centre.** Let $b_0 = s = 1$, $q = -2$ and $D = -1$, so that $S_0 = -1$. The formula for the inverse mass gives $+1$, and $\varepsilon(0) = 1$. At $k = 1$, however,

$$\varepsilon(1) = \frac{1/2 - e^{-1}}{1 - 2e^{-1}} = \frac12 < \varepsilon(0).$$

The curvature at the centre is still correct, but it no longer implies a global minimum. The overlap changes sign at $k^2 = \ln 2$, and the band has a pole there.

## Lean file for the band, its mass and its minimum

```lean
import Mathlib

open Real

namespace UltrasoftBandMass

noncomputable section

/-- Gaussian projector weight of the plane wave with wave number `k`. -/
def weight (b0 s k : ℝ) : ℝ := b0 * exp (-(s ^ 2 * k ^ 2))

/-- Ultrasoft overlap of the plane wave, with augmentation charge `q`. -/
def overlap (b0 s q k : ℝ) : ℝ := 1 + q * weight b0 s k

/-- Single-plane-wave band: kinetic plus nonlocal energy, divided by the overlap. -/
def band (b0 s q D k : ℝ) : ℝ :=
  (k ^ 2 / 2 + D * weight b0 s k) / overlap b0 s q k

/-- The closed expression for the inverse effective mass at the zone centre. -/
def inverseMass (b0 s q D : ℝ) : ℝ :=
  (1 - 2 * s ^ 2 * b0 * D / (1 + q * b0)) / (1 + q * b0)

/-- If the overlap is positive at `k = 0`, it is positive at every wave number. -/
theorem overlap_pos {b0 q : ℝ} (s : ℝ) (h : 0 < 1 + q * b0) (k : ℝ) :
    0 < overlap b0 s q k := by
  unfold overlap weight
  have he : 0 < exp (-(s ^ 2 * k ^ 2)) := exp_pos _
  have he1 : exp (-(s ^ 2 * k ^ 2)) ≤ 1 := by
    apply exp_le_one_iff.mpr
    have : 0 ≤ s ^ 2 * k ^ 2 := by positivity
    linarith
  -- the overlap is a convex combination of 1 and 1 + q b0
  have hm := mul_pos he h
  nlinarith [hm, he1]

/-- The band energy at the zone centre. -/
theorem band_zero (b0 s q D : ℝ) : band b0 s q D 0 = D * b0 / (1 + q * b0) := by
  simp [band, overlap, weight]

/-- The slope of the Gaussian projector weight. -/
theorem hasDerivAt_weight (b0 s k : ℝ) :
    HasDerivAt (weight b0 s) (-(2 * s ^ 2 * k * weight b0 s k)) k := by
  have h : HasDerivAt (fun x : ℝ => -(s ^ 2 * x ^ 2)) (-(s ^ 2 * (2 * k))) k :=
    ((hasDerivAt_pow 2 k).const_mul (s ^ 2)).fun_neg.congr_deriv (by norm_num)
  have h2 := h.exp.const_mul b0
  exact h2.congr_deriv (by unfold weight; ring)

/-- The group velocity of the band at any wave number, if the overlap is positive at `k = 0`. -/
theorem hasDerivAt_band {b0 q : ℝ} (s D : ℝ) (h : 0 < 1 + q * b0) (k : ℝ) :
    HasDerivAt (band b0 s q D)
      (k * ((1 - 2 * s ^ 2 * (D - q * band b0 s q D k) * weight b0 s k)
        / overlap b0 s q k)) k := by
  have hw := hasDerivAt_weight b0 s k
  have hne : 1 + q * weight b0 s k ≠ 0 := (overlap_pos s h k).ne'
  have hk : HasDerivAt (fun x : ℝ => x ^ 2 / 2) k k :=
    ((hasDerivAt_pow 2 k).div_const 2).congr_deriv (by norm_num)
  have hn := hk.fun_add (hw.const_mul D)
  have hd := (hw.const_mul q).const_add 1
  have hq := hn.fun_div hd hne
  refine hq.congr_deriv ?_
  -- the band energy times the overlap is the numerator of the band
  have hE : band b0 s q D k * (1 + q * weight b0 s k)
      = k ^ 2 / 2 + D * weight b0 s k := by
    unfold band overlap
    exact div_mul_cancel₀ _ hne
  have hM := div_mul_cancel₀
    (1 - 2 * s ^ 2 * (D - q * band b0 s q D k) * weight b0 s k) hne
  unfold overlap
  rw [div_eq_iff (pow_ne_zero 2 hne)]
  linear_combination (-(q * (2 * s ^ 2 * k * weight b0 s k))) * hE
    - k * (1 + q * weight b0 s k) * hM

/-- If the overlap is positive at `k = 0`, the band is stationary there, and its second derivative
at that point is `(1 - 2 s² b0 D / (1 + q b0)) / (1 + q b0)`. -/
theorem effective_mass {b0 q : ℝ} (s D : ℝ) (h : 0 < 1 + q * b0) :
    HasDerivAt (band b0 s q D) 0 0 ∧
      HasDerivAt (deriv (band b0 s q D)) (inverseMass b0 s q D) 0 := by
  have hv := hasDerivAt_band s D h
  refine ⟨(hv 0).congr_deriv (by ring), ?_⟩
  have hfun : deriv (band b0 s q D) = fun k =>
      k * ((1 - 2 * s ^ 2 * (D - q * band b0 s q D k) * weight b0 s k)
        / overlap b0 s q k) := funext fun k => (hv k).deriv
  rw [hfun]
  have bd := (hv 0).differentiableAt
  have wd := (hasDerivAt_weight b0 s 0).differentiableAt
  have od : DifferentiableAt ℝ (overlap b0 s q) 0 := (wd.const_mul q).const_add 1
  -- the velocity is k times a differentiable factor
  have hg : DifferentiableAt ℝ (fun k =>
      (1 - 2 * s ^ 2 * (D - q * band b0 s q D k) * weight b0 s k)
        / overlap b0 s q k) 0 :=
    (((((bd.const_mul q).const_sub D).const_mul (2 * s ^ 2)).mul wd).const_sub 1).div od
      (overlap_pos s h 0).ne'
  have hp := (hasDerivAt_id' (0 : ℝ)).fun_mul hg.hasDerivAt
  refine hp.congr_deriv ?_
  have hw0 : weight b0 s 0 = b0 := by simp [weight]
  have hne : 1 + q * b0 ≠ 0 := h.ne'
  rw [one_mul, zero_mul, add_zero, band_zero]
  unfold overlap inverseMass
  rw [hw0]
  field_simp
  ring

/-- If the overlap is positive at `k = 0`, the band at `k` lies at or above its value at `0` exactly
when `k ^ 2 / 2` times the overlap at `0` is at least the drop in the nonlocal matrix element `D *
weight b0 s` from `0` to `k` (taken before division by the overlap). -/
theorem band_zero_le_iff {b0 q : ℝ} (s D : ℝ) (h : 0 < 1 + q * b0) (k : ℝ) :
    band b0 s q D 0 ≤ band b0 s q D k ↔
      D * b0 * (1 - exp (-(s ^ 2 * k ^ 2))) ≤ k ^ 2 / 2 * (1 + q * b0) := by
  rw [band_zero]
  unfold band
  rw [div_le_div_iff₀ h (overlap_pos s h k)]
  unfold overlap weight
  constructor <;> intro h' <;> linear_combination h'

/-- If the overlap is positive at `k = 0`, the band takes its global minimum there if and only if
the inverse effective mass at that point is nonnegative. -/
theorem minimum_iff_inverseMass_nonneg {b0 q : ℝ} (s D : ℝ) (h : 0 < 1 + q * b0) :
    (∀ k, band b0 s q D 0 ≤ band b0 s q D k) ↔ 0 ≤ inverseMass b0 s q D := by
  have hm : 0 ≤ inverseMass b0 s q D ↔ 2 * s ^ 2 * b0 * D ≤ 1 + q * b0 := by
    unfold inverseMass
    rw [le_div_iff₀ h, zero_mul, sub_nonneg, div_le_one₀ h]
  rw [hm]
  constructor
  · intro hmin
    by_contra hc
    have hc' := lt_of_not_ge hc
    have hden : 0 < s ^ 2 * (1 + q * b0) + 1 := by positivity
    -- t is the square of a wave number at which the band dips below its centre
    obtain ⟨t, ht⟩ : ∃ t, t = (2 * s ^ 2 * b0 * D - (1 + q * b0))
        / (s ^ 2 * (1 + q * b0) + 1) := ⟨_, rfl⟩
    have htpos : 0 < t := by
      rw [ht]
      exact div_pos (by linarith) hden
    have hteq : t * (s ^ 2 * (1 + q * b0) + 1) = 2 * s ^ 2 * b0 * D - (1 + q * b0) := by
      rw [ht]
      exact div_mul_cancel₀ _ hden.ne'
    have h1 := (band_zero_le_iff s D h (sqrt t)).mp (hmin (sqrt t))
    rw [sq_sqrt htpos.le] at h1
    have he : exp (-(s ^ 2 * t)) * (1 + s ^ 2 * t) ≤ 1 := by
      calc exp (-(s ^ 2 * t)) * (1 + s ^ 2 * t)
          ≤ exp (-(s ^ 2 * t)) * exp (s ^ 2 * t) := by
            apply mul_le_mul_of_nonneg_left _ (exp_pos _).le
            linarith [add_one_le_exp (s ^ 2 * t)]
        _ = 1 := by rw [← exp_add, neg_add_cancel, exp_zero]
    have hDb : 0 ≤ D * b0 := by
      by_contra hneg
      have h3 := mul_nonneg (sq_nonneg s) (neg_nonneg.mpr (lt_of_not_ge hneg).le)
      linarith
    have hx : 0 ≤ 1 + s ^ 2 * t := by positivity
    have h4 := mul_le_mul_of_nonneg_right h1 hx
    have h5 := mul_nonneg hDb (sub_nonneg.mpr he)
    have h6 : t * (2 * s ^ 2 * b0 * D - (1 + q * b0) - (1 + q * b0) * s ^ 2 * t) ≤ 0 := by
      linear_combination 2 * h4 + 2 * h5
    have h7 : t * (2 * s ^ 2 * b0 * D - (1 + q * b0) - (1 + q * b0) * s ^ 2 * t)
        = t * t := by
      linear_combination -t * hteq
    linarith [mul_pos htpos htpos]
  · intro hc k
    rw [band_zero_le_iff s D h k]
    have he := add_one_le_exp (-(s ^ 2 * k ^ 2))
    have he1 : exp (-(s ^ 2 * k ^ 2)) ≤ 1 := by
      apply exp_le_one_iff.mpr
      have : 0 ≤ s ^ 2 * k ^ 2 := by positivity
      linarith
    rcases le_total (D * b0) 0 with hD | hD
    · have h1 := mul_nonneg (neg_nonneg.mpr hD) (sub_nonneg.mpr he1)
      have h2 : 0 ≤ k ^ 2 / 2 * (1 + q * b0) := by positivity
      linarith
    · -- the Gaussian lies above its parabola
      have h1 := mul_le_mul_of_nonneg_left he hD
      have h2 := mul_le_mul_of_nonneg_left hc (sq_nonneg k)
      linear_combination h1 + h2 / 2

end

end UltrasoftBandMass
```

```lean
#print axioms UltrasoftBandMass.effective_mass
-- 'UltrasoftBandMass.effective_mass' depends on axioms: [propext, Classical.choice, Quot.sound]
#print axioms UltrasoftBandMass.minimum_iff_inverseMass_nonneg
-- 'UltrasoftBandMass.minimum_iff_inverseMass_nonneg' depends on axioms: [propext, Classical.choice, Quot.sound]
```

## How the Lean statements and proofs match the derivation

All parameters and the wave number are real numbers. The functions `weight`, `overlap` and `band` are $b$, $S$ and $\varepsilon$, and `inverseMass` is the closed expression for $1/m^*$. It is defined as a formula, and its identification with the second derivative is the content of `effective_mass`. The hypothesis `h : 0 < 1 + q * b0` is $S_0>0$. The parameters `s` and `D` are unrestricted.

The statement `HasDerivAt f c x` says that $f$ is differentiable at $x$ with derivative $c$. The first half of `effective_mass` states this for the band at $0$ with slope $0$. The second half states it for the function `deriv (band b0 s q D)`, with slope `inverseMass b0 s q D`. Because `hasDerivAt_band` establishes differentiability at every $k$, this function is the true group velocity everywhere. In `minimum_iff_inverseMass_nonneg` the quantifier `∀ k` runs over the whole real line. The condition on the inverse mass includes zero, so the centre is still a minimum when the mass is infinite.

The lemmas follow the derivation:

- `overlap_pos` proves $S(k)>0$. It bounds the exponential between 0 and 1, and `nlinarith` completes the convex-combination argument.
- `band_zero` evaluates $\varepsilon(0)$, and `hasDerivAt_weight` applies the chain rule to the Gaussian.
- `hasDerivAt_band` applies the quotient rule, whose raw result has $S^2$ in the denominator. The auxiliary equation `hE` is $\varepsilon S = k^2/2 + Db$, and `linear_combination` uses it to bring the result to the form $k\,g(k)$.
- `effective_mass` replaces the derivative function by $k\,g(k)$, shows that $g$ is differentiable at zero (`hg`), and applies the product rule. The term with $g'(0)$ is multiplied by zero, and `field_simp` and `ring` reduce $g(0)$ to the closed expression.
- `band_zero_le_iff` is the equivalence with inequality (1). It cross-multiplies with `div_le_div_iff₀`, which needs both overlaps to be positive.
- `minimum_iff_inverseMass_nonneg` first rewrites the sign condition as $2s^2b_0D \le S_0$. For the forward direction it assumes the contrary and tests the band at `sqrt t`, with `he` supplying $e^{-x}(1+x)\le 1$. The facts `h6` and `h7` together say $t^2 \le 0$, which contradicts $t>0$. The reverse direction splits on the sign of `D * b0` and uses `add_one_le_exp` for the bound $1-e^{-x}\le x$.

## Limits of the one-plane-wave model

The theorems concern one plane wave and one projector channel with an exactly Gaussian weight. In a crystal calculation other reciprocal lattice vectors mix in, and the second derivative then also contains terms that couple different bands. The formula is thus a reference value for the one-function limit, and it does not predict the mass of a real material.

The wave number is a scalar, so the result describes one line through the zone centre and gives no mass tensor. No Brillouin-zone boundary appears, and the minimum is taken over all real $k$. The strength $D$ is a fixed number, whereas in a self-consistent calculation it follows the effective potential. The positivity of $S_0$ is assumed here; in a calculation it depends on the pseudopotential.
